# Optimal damping converges linearly in energy for a convex quadratic with bounded Hessian and a uniform gap inequality

An SCF iteration for a molecule can oscillate between two densities. I suppress this by moving from the current density matrix towards the new aufbau one by the fraction of the way, at most the full step, that minimizes the energy on that segment. The energy then never rises, but it could still creep down ever more slowly. If the HOMO-LUMO gap stays above a fixed positive value throughout, does that guarantee a rate?

## The gap and the curvature bound the rate

Yes, for a convex quadratic energy. Let
$$E(x)=\tfrac12\langle x,Ax\rangle+\langle b,x\rangle+c,\qquad 0\le\langle v,Av\rangle\le L\|v\|^2,$$
with $A$ symmetric and $L>0$, and let $p$ minimize $E$ over a convex set $S$ of admissible states. Here $L$ bounds how strongly the mean field responds to a change of state. Start at some $x_0\in S$. From $x_k$, let $s_k\in S$ minimize the linearized energy (the aufbau state), and let $x_{k+1}$ minimize $E$ on the segment from $x_k$ to $s_k$. Write $G=\langle\nabla E(x_k),x_k-s_k\rangle$ and assume, with one $g>0$ for all $k$,
$$G\ge\tfrac g2\|x_k-s_k\|^2.$$

Along any direction $d$,
$$E(x+td)=E(x)+t\langle\nabla E(x),d\rangle+\tfrac{t^2}{2}\langle d,Ad\rangle .$$
With $d=p-x_k$ and $t=1$, dropping the nonnegative last term gives
$$E(x_k)-E(p)\le\langle\nabla E(x_k),x_k-p\rangle\le G,$$
since $s_k$ is the linear minimizer. With $d=s_k-x_k$, the two bounds give, for $0\le t\le1$,
$$E(x_{k+1})\le E(x_k)-tG+\tfrac{t^2L}{2}\|x_k-s_k\|^2\le E(x_k)-tG+\tfrac{t^2L}{g}G .$$
If $g\le2L$, take $t=g/(2L)$: the energy drops by at least $gG/(4L)$. If $g\ge2L$, take $t=1$: it drops by at least $G/2$. With $m=\min(\tfrac12,\tfrac{g}{4L})$ and $G\ge E(x_k)-E(p)$,
$$E(x_{k+1})-E(p)\le(1-m)\,(E(x_k)-E(p)).$$
Convexity keeps every $x_k$ in $S$, so the errors are nonnegative. They are at most $(1-m)^k$ times the first error and tend to zero.

The inequality for $G$ comes from the orbital gap. In the eigenbasis of the Fock matrix, with levels $\varepsilon_i$, let $P$ be the aufbau projector and $D$ a real symmetric density matrix with $D^2\le D$ and $\operatorname{tr}D=\operatorname{tr}P$. Then $D_{ii}^2\le(D^2)_{ii}\le D_{ii}$, so $0\le D_{ii}\le1$ and
$$((D-P)^2)_{ii}\le|D_{ii}-P_{ii}|.$$
If occupied levels lie at or below $\mu-g/2$ and empty ones at or above $\mu+g/2$, then
$$(\varepsilon_i-\mu)(D_{ii}-P_{ii})\ge\tfrac g2|D_{ii}-P_{ii}|.$$
Summing over $i$ removes $\mu$, because the traces agree. With $\varepsilon$ the diagonal matrix of the levels,
$$\tfrac g2\operatorname{tr}(D-P)^2\le\operatorname{tr}\,\varepsilon(D-P).$$

In the Lean file, `V` is any real inner product space, `HessianBound` holds the conditions on $A$, and `IsRun` holds the start in `S`, the damping steps and the gap inequality. `S` is the admissible set, not an overlap matrix. The minimizer `p` and the states `s k` are given, not constructed. `linear_convergence` states the bound per step, and `energy_tendsto` the convergence of the energies, not of the states.

```lean
import Mathlib

open scoped InnerProductSpace Topology
open Filter Matrix

namespace OptimalDamping

noncomputable section

variable {V : Type*} [NormedAddCommGroup V] [InnerProductSpace ℝ V]

/-- The quadratic energy `⟨x, A x⟩ / 2 + ⟨b, x⟩ + c`. -/
def energy (A : V →ₗ[ℝ] V) (b : V) (c : ℝ) (x : V) : ℝ :=
  ⟪x, A x⟫_ℝ / 2 + ⟪b, x⟫_ℝ + c

/-- The energy gradient `A x + b` for symmetric `A` (the Fock operator at `x`). -/
def grad (A : V →ₗ[ℝ] V) (b x : V) : V := A x + b

/-- The Hessian `A` is symmetric, positive semidefinite and at most `L`. -/
structure HessianBound (A : V →ₗ[ℝ] V) (L : ℝ) : Prop where
  symm : A.IsSymmetric
  nonneg : ∀ v, 0 ≤ ⟪v, A v⟫_ℝ
  le : ∀ v, ⟪v, A v⟫_ℝ ≤ L * ‖v‖ ^ 2

/-- One optimal damping step from `x` to `x'`: `s` minimizes the linearized energy over `S`,
and `x'` minimizes the energy on the segment from `x` to `s`. -/
structure IsStep (A : V →ₗ[ℝ] V) (b : V) (c : ℝ) (S : Set V) (x s x' : V) : Prop where
  mem : s ∈ S
  linear_min : ∀ y ∈ S, ⟪grad A b x, s⟫_ℝ ≤ ⟪grad A b x, y⟫_ℝ
  segment : ∃ t ∈ Set.Icc (0 : ℝ) 1, x' = x + t • (s - x)
  optimal : ∀ t ∈ Set.Icc (0 : ℝ) 1, energy A b c x' ≤ energy A b c (x + t • (s - x))

/-- A run of optimal damping started in `S`, with the uniform gap inequality of constant `g`
at every step. -/
structure IsRun (A : V →ₗ[ℝ] V) (b : V) (c : ℝ) (S : Set V) (g : ℝ) (x s : ℕ → V) :
    Prop where
  start : x 0 ∈ S
  step : ∀ k, IsStep A b c S (x k) (s k) (x (k + 1))
  gap : ∀ k, g / 2 * ‖x k - s k‖ ^ 2 ≤ ⟪grad A b (x k), x k - s k⟫_ℝ

variable {A : V →ₗ[ℝ] V} {b : V} {c L g : ℝ} {S : Set V}

/-- For a symmetric Hessian, the energy along a line is a polynomial in `t` of degree at most two,
with slope at `t = 0` given by the gradient and second derivative given by the Hessian. -/
theorem energy_line (hA : A.IsSymmetric) (x d : V) (t : ℝ) :
    energy A b c (x + t • d) =
      energy A b c x + t * ⟪grad A b x, d⟫_ℝ + t ^ 2 / 2 * ⟪d, A d⟫_ℝ := by
  have h1 : ⟪A x, d⟫_ℝ = ⟪x, A d⟫_ℝ := hA x d
  have h2 : ⟪d, A x⟫_ℝ = ⟪A x, d⟫_ℝ := real_inner_comm _ _
  simp only [energy, grad, map_add, map_smul, inner_add_left, inner_add_right,
    real_inner_smul_left, real_inner_smul_right]
  rw [h2, h1]
  ring

/-- For a convex quadratic energy, if the linearized energy at `x` is no higher at `s` than at
`y`, then `E(x) - E(y)` is at most the linearized decrease from `x` to `s`. -/
theorem error_le_linear_decrease (hA : HessianBound A L) {x s y : V}
    (hs : ⟪grad A b x, s⟫_ℝ ≤ ⟪grad A b x, y⟫_ℝ) :
    energy A b c x - energy A b c y ≤ ⟪grad A b x, x - s⟫_ℝ := by
  have h := energy_line (b := b) (c := c) hA.symm x (y - x) 1
  have e : x + (1 : ℝ) • (y - x) = y := by module
  have hq := hA.nonneg (y - x)
  rw [e, inner_sub_right] at h
  rw [inner_sub_right]
  linarith

/-- For a convex quadratic energy with Hessian at most `L > 0`, after one optimal damping step with
gap constant `g > 0` the signed energy difference `E(x') - E(y)` to any `y` in `S` is at most
`1 - min (1/2) (g/(4L))` times `E(x) - E(y)`. -/
theorem step_contraction (hA : HessianBound A L) (hL : 0 < L) (hg : 0 < g) {x s x' y : V}
    (h : IsStep A b c S x s x') (hy : y ∈ S)
    (gap : g / 2 * ‖x - s‖ ^ 2 ≤ ⟪grad A b x, x - s⟫_ℝ) :
    energy A b c x' - energy A b c y ≤
      (1 - min (1 / 2) (g / (4 * L))) * (energy A b c x - energy A b c y) := by
  have hdual := error_le_linear_decrease (c := c) hA (h.linear_min y hy)
  have hneg : ⟪grad A b x, s - x⟫_ℝ = -⟪grad A b x, x - s⟫_ℝ := by
    rw [← inner_neg_right, neg_sub]
  have hup := hA.le (s - x)
  rw [norm_sub_rev] at hup
  have hN : 0 ≤ ‖x - s‖ ^ 2 := sq_nonneg _
  -- the optimal point is at least as good as every trial damping t
  have key : ∀ t ∈ Set.Icc (0 : ℝ) 1, energy A b c x' ≤
      energy A b c x - t * ⟪grad A b x, x - s⟫_ℝ + t ^ 2 / 2 * (L * ‖x - s‖ ^ 2) := by
    intro t ht
    have h1 := h.optimal t ht
    rw [energy_line hA.symm, hneg] at h1
    have h2 := mul_le_mul_of_nonneg_left hup (by positivity : 0 ≤ t ^ 2 / 2)
    linarith
  generalize ⟪grad A b x, x - s⟫_ℝ = G at *
  generalize ‖x - s‖ ^ 2 = N at *
  have hr0 : 0 < g / (4 * L) := by positivity
  have hr : g / (4 * L) * L = g / 4 := by field_simp
  have hdec : energy A b c x' ≤ energy A b c x - min (1 / 2) (g / (4 * L)) * G := by
    generalize g / (4 * L) = r at *
    rcases le_total r (1 / 2) with hc | hc
    · -- small gap: damping t = g / (2 L)
      rw [min_eq_right hc]
      have h1 := key (2 * r) ⟨by linarith, by linarith⟩
      have h2 := mul_le_mul_of_nonneg_left gap hr0.le
      have h3 : (2 * r) ^ 2 / 2 * (L * N) = r * (g / 2 * N) := by
        linear_combination (2 * r * N) * hr
      linarith
    · -- large gap: the full step t = 1
      rw [min_eq_left hc]
      have h1 := key 1 ⟨by norm_num, le_refl _⟩
      have h2 : L ≤ g / 2 := by nlinarith
      have h3 := mul_le_mul_of_nonneg_right h2 hN
      linarith
  have hm : 0 ≤ min (1 / 2) (g / (4 * L)) := le_min (by norm_num) hr0.le
  have h4 := mul_le_mul_of_nonneg_left hdual hm
  linarith

/-- Linear convergence of optimal damping: for a convex quadratic energy with Hessian at most
`L > 0`, minimized over the convex set `S` at `p`, and a run with gap constant `g > 0`, the energy
error is nonnegative and each step leaves at most `1 - min (1/2) (g/(4L))` times the previous error.
-/
theorem linear_convergence (hA : HessianBound A L) (hL : 0 < L) (hg : 0 < g)
    (hS : Convex ℝ S) {p : V} (hp : p ∈ S)
    (hmin : ∀ y ∈ S, energy A b c p ≤ energy A b c y)
    {x s : ℕ → V} (run : IsRun A b c S g x s) (k : ℕ) :
    0 ≤ energy A b c (x k) - energy A b c p ∧
      energy A b c (x (k + 1)) - energy A b c p ≤
        (1 - min (1 / 2) (g / (4 * L))) * (energy A b c (x k) - energy A b c p) := by
  -- convexity keeps the iterates admissible
  have hx : x k ∈ S := by
    induction k with
    | zero => exact run.start
    | succ k ih =>
      obtain ⟨t, ht, e⟩ := (run.step k).segment
      rw [e]
      exact hS.add_smul_sub_mem ih (run.step k).mem ht
  exact ⟨sub_nonneg.mpr (hmin _ hx),
    step_contraction hA hL hg (run.step k) hp (run.gap k)⟩

/-- Under the same hypotheses the energies of the iterates converge to the minimum energy. -/
theorem energy_tendsto (hA : HessianBound A L) (hL : 0 < L) (hg : 0 < g)
    (hS : Convex ℝ S) {p : V} (hp : p ∈ S)
    (hmin : ∀ y ∈ S, energy A b c p ≤ energy A b c y)
    {x s : ℕ → V} (run : IsRun A b c S g x s) :
    Tendsto (fun k => energy A b c (x k)) atTop (𝓝 (energy A b c p)) := by
  have main := linear_convergence hA hL hg hS hp hmin run
  have hm : 0 < min (1 / 2) (g / (4 * L)) := lt_min (by norm_num) (by positivity)
  have hm' : min (1 / 2) (g / (4 * L)) ≤ 1 / 2 := min_le_left _ _
  generalize min (1 / 2) (g / (4 * L)) = m at *
  have geo : ∀ k, energy A b c (x k) - energy A b c p ≤
      (1 - m) ^ k * (energy A b c (x 0) - energy A b c p) := by
    intro k
    induction k with
    | zero => simp
    | succ k ih =>
      have h1 := mul_le_mul_of_nonneg_left ih (by linarith : 0 ≤ 1 - m)
      rw [pow_succ']
      linarith [(main k).2]
  have hlim := (tendsto_pow_atTop_nhds_zero_of_lt_one (by linarith : 0 ≤ 1 - m)
    (by linarith)).mul_const (energy A b c (x 0) - energy A b c p)
  rw [zero_mul] at hlim
  exact tendsto_sub_nhds_zero_iff.mp (squeeze_zero (fun k => (main k).1) geo hlim)

/-- The projector onto the occupied orbitals, in the orbital basis. -/
def aufbau {n : Type*} [DecidableEq n] (occ : Finset n) : Matrix n n ℝ :=
  diagonal fun i => if i ∈ occ then 1 else 0

/-- A gap `g ≥ 0` centred at `μ` between occupied and empty levels gives the gap inequality for
every real symmetric density matrix `D` with `D² ≤ D` and as many electrons as occupied
orbitals. -/
theorem aufbau_gap {n : Type*} [Fintype n] [DecidableEq n] (ε : n → ℝ) (occ : Finset n)
    (D : Matrix n n ℝ) {μ g : ℝ} (hg : 0 ≤ g) (hD : D.IsSymm)
    (hpos : ∀ v : n → ℝ, 0 ≤ v ⬝ᵥ (D - D * D) *ᵥ v) (htr : D.trace = occ.card)
    (hocc : ∀ i ∈ occ, ε i ≤ μ - g / 2) (hemp : ∀ i ∉ occ, μ + g / 2 ≤ ε i) :
    g / 2 * ((D - aufbau occ) * (D - aufbau occ)).trace ≤
      (diagonal ε * (D - aufbau occ)).trace := by
  -- row by row, with energies measured from the middle of the gap
  have row : ∀ i, g / 2 * ((D - aufbau occ) * (D - aufbau occ)) i i ≤
      ε i * (D i i - aufbau occ i i) - μ * (D i i - aufbau occ i i) := by
    intro i
    have h1 : (D * D) i i ≤ D i i := by
      have h := hpos (Pi.single i 1)
      simpa using h
    have h2 : D i i * D i i ≤ (D * D) i i := by
      rw [Matrix.mul_apply]
      refine Finset.single_le_sum (f := fun j => D i j * D j i) (fun j _ => ?_)
        (Finset.mem_univ i)
      have e : D j i = D i j := hD.apply i j
      simp only [e]
      exact mul_self_nonneg _
    have h3 : 0 ≤ D i i := by nlinarith [mul_self_nonneg (D i i)]
    have h4 : D i i ≤ 1 := by nlinarith
    have e : ((D - aufbau occ) * (D - aufbau occ)) i i =
        (D * D) i i - 2 * aufbau occ i i * D i i + aufbau occ i i ^ 2 := by
      rw [sub_mul, mul_sub, mul_sub]
      simp only [aufbau, Matrix.sub_apply, Matrix.mul_diagonal, Matrix.diagonal_mul,
        Matrix.diagonal_apply_eq]
      ring
    have h5 := mul_nonneg hg (sub_nonneg.mpr h1)
    rw [e]
    by_cases hi : i ∈ occ
    · have hP : aufbau occ i i = 1 := by simp [aufbau, hi]
      rw [hP]
      nlinarith [mul_nonneg (sub_nonneg.mpr h4) (sub_nonneg.mpr (hocc i hi))]
    · have hP : aufbau occ i i = 0 := by simp [aufbau, hi]
      rw [hP]
      nlinarith [mul_nonneg h3 (sub_nonneg.mpr (hemp i hi))]
  -- equal electron numbers remove the reference level
  have hP : ∑ i, aufbau occ i i = (occ.card : ℝ) := by simp [aufbau]
  have hT : ∑ i, D i i = (occ.card : ℝ) := htr
  have hμ : ∑ i, μ * (D i i - aufbau occ i i) = 0 := by
    rw [← Finset.mul_sum, Finset.sum_sub_distrib, hT, hP, sub_self, mul_zero]
  have hsum := Finset.sum_le_sum fun i (_ : i ∈ Finset.univ) => row i
  rw [Finset.sum_sub_distrib, hμ, sub_zero, ← Finset.mul_sum] at hsum
  simpa only [Matrix.trace, Matrix.diag_apply, Matrix.diagonal_mul, Matrix.sub_apply]
    using hsum

/-- The energy `x²/2 + 2x` on `[-1, 1]`, with minimizer `-1`, has a run from `1` to `-1` that
meets the hypotheses with `L = 1` and `g = 2`. -/
theorem linear_convergence_witness :
    HessianBound (LinearMap.id : ℝ →ₗ[ℝ] ℝ) 1 ∧
    (∀ y ∈ Set.Icc (-1 : ℝ) 1, energy LinearMap.id 2 0 (-1 : ℝ) ≤ energy LinearMap.id 2 0 y) ∧
    IsRun (LinearMap.id : ℝ →ₗ[ℝ] ℝ) 2 0 (Set.Icc (-1) 1) 2
      (fun k => if k = 0 then 1 else -1) (fun _ => -1) := by
  have hin : ∀ a b : ℝ, ⟪a, b⟫_ℝ = a * b := by
    intro a b
    simp [mul_comm]
  have hmin : ∀ y : ℝ, -1 ≤ y →
      energy LinearMap.id 2 0 (-1 : ℝ) ≤ energy LinearMap.id 2 0 y := by
    intro y hy
    simp only [energy, hin, LinearMap.id_apply]
    nlinarith [sq_nonneg (y + 1)]
  have hs : ∀ u : ℝ, -1 ≤ u →
      IsStep (LinearMap.id : ℝ →ₗ[ℝ] ℝ) 2 0 (Set.Icc (-1) 1) u (-1) (-1) := by
    intro u hu
    refine ⟨by norm_num, fun y hy => ?_, ⟨1, by norm_num, by simp⟩, fun t ht => hmin _ ?_⟩
    · simp only [grad, hin, LinearMap.id_apply]
      nlinarith [mul_nonneg (by linarith : 0 ≤ u + 2) (by linarith [hy.1] : 0 ≤ y + 1)]
    · rw [smul_eq_mul]
      nlinarith [mul_nonneg (sub_nonneg.mpr ht.2) (by linarith : 0 ≤ u + 1)]
  have hgap : ∀ u : ℝ, -1 ≤ u → (2 : ℝ) / 2 * ‖u - (-1)‖ ^ 2 ≤
      ⟪grad (LinearMap.id : ℝ →ₗ[ℝ] ℝ) 2 u, u - (-1)⟫_ℝ := by
    intro u hu
    rw [hin, Real.norm_eq_abs, sq_abs]
    simp only [grad, LinearMap.id_apply]
    nlinarith
  have hk : ∀ k : ℕ, (-1 : ℝ) ≤ if k = 0 then 1 else -1 := by
    intro k
    split_ifs <;> norm_num
  refine ⟨⟨fun _ _ => rfl, fun v => ?_, fun v => ?_⟩, fun y hy => hmin y hy.1,
    ⟨by norm_num, fun k => ?_, fun k => hgap _ (hk k)⟩⟩
  · rw [hin, LinearMap.id_apply]
    exact mul_self_nonneg v
  · rw [hin, LinearMap.id_apply, Real.norm_eq_abs, sq_abs]
    exact le_of_eq (by ring)
  · have h := hs _ (hk k)
    simpa only [Nat.add_eq_zero_iff, one_ne_zero, and_false, if_false] using h

end

end OptimalDamping
```

```lean
#print axioms OptimalDamping.linear_convergence
-- 'OptimalDamping.linear_convergence' depends on axioms: [propext, Classical.choice, Quot.sound]
#print axioms OptimalDamping.energy_tendsto
-- 'OptimalDamping.energy_tendsto' depends on axioms: [propext, Classical.choice, Quot.sound]
#print axioms OptimalDamping.aufbau_gap
-- 'OptimalDamping.aufbau_gap' depends on axioms: [propext, Classical.choice, Quot.sound]
```

`energy_line` is the expansion along $d$, and `error_le_linear_decrease` is its use at $t=1$. In `step_contraction`, `key` is the estimate for every trial damping, and `rcases` separates small from large gaps. `linear_convergence` adds the induction that keeps `x k` in `S`; `energy_tendsto` squeezes the error under the geometric bound `geo`. In `aufbau_gap`, `row` is the estimate for each $i$, and `hμ` removes $\mu$.

The Lean file does not join the two parts. For a real calculation, take `V` to be the real symmetric matrices with inner product $\operatorname{tr}XY$, and `S` the matrices $D$ among them with $D^2\le D$ and the given number of electrons as trace. Fractional occupations are allowed, which makes `S` convex. Then apply `aufbau_gap` at every iterate, in the eigenbasis of that iterate's Fock matrix, with one $g$ for the whole run. The result then bears on the reduced Hartree-Fock model (Coulomb repulsion of the total density with itself, no exchange or correlation) in a finite real orthonormal basis of spin orbitals, where the energy is a convex quadratic in the density matrix.

For $g\ge2L$ the error at least halves per step; as $g/L\to0$ the guaranteed factor tends to 1. In `linear_convergence_witness`, with $g=2L$, the error falls from 4 to 0 in one step, where the bound promises only 2.

Without the lower bound $0\le\langle v,Av\rangle$ the run can stall. Take $E(x)=-x^2/2$ on $[-1,2]$, started at $-1$. The gradient there is $1$, so the linear minimizer is $-1$ itself and the gap inequality reads $0\le0$. The energy stays at $-1/2$, while the minimum is $-2$.
